# In a two-site model the length form gives −12i and the kinetic-energy momentum −8i

The declaration compares two transition elements in a two-site model with dimensionless values. The position x is diagonal with entries 0 and 1, and the kinetic energy T has rows (9, 8) and (8, 16). The bra is the normalised state (3/5, 4/5), assigned the energy 25, and the ket is (4/5, −3/5), assigned the energy 0. The length form, i times the bra energy minus the ket energy times the matrix element of x, equals −12i, while the matrix element of the momentum i[T, x], built from the kinetic energy alone, equals −8i. Exchanging the two states would reverse both signs. The lemma only computes these two values; it does not itself show that the vectors are eigenstates of a Hamiltonian. The attempt splits the claim into its two equations, expands the vectors and matrices in each with `simp`, and leaves the remaining arithmetic to `ring`.

In Lean, a first try:

```lean
import Mathlib

open Matrix

namespace NonlocalPotentialVelocity

noncomputable section

variable {n : Type*} [Fintype n] [DecidableEq n]

/-- The matrix element `⟨u|A|v⟩` of an operator between two states. -/
def elem (A : Matrix n n ℂ) (u v : n → ℂ) : ℂ := star u ⬝ᵥ (A *ᵥ v)

/-- The commutator `[A, B]` of two operators. -/
def comm (A B : Matrix n n ℂ) : Matrix n n ℂ := A * B - B * A

/-- The momentum `p = i[T, x]` generated by the kinetic energy `T` alone. -/
def momentum (T x : Matrix n n ℂ) : Matrix n n ℂ := Complex.I • comm T x

/-- Kinetic energy of a two-site model. -/
def toyT : Matrix (Fin 2) (Fin 2) ℂ := !![9, 8; 8, 16]

/-- The position operator, diagonal in the sites. -/
def toyX : Matrix (Fin 2) (Fin 2) ℂ := !![0, 0; 0, 1]

/-- The two energies of the model. -/
def toyE : Fin 2 → ℝ := ![0, 25]

/-- The two eigenstates of the model. -/
def toyBasis : Fin 2 → Fin 2 → ℂ := ![![4 / 5, -3 / 5], ![3 / 5, 4 / 5]]

/-- The eigenstates of the two-site model have real amplitudes. -/
theorem star_toyBasis (i : Fin 2) : star (toyBasis i) = toyBasis i := by
  ext j
  fin_cases i <;> fin_cases j <;> simp [toyBasis]

/-- In the two-site model the length form of the transition element is `-12i`, while the
momentum without potential term gives `-8i`. -/
theorem toy_length_ne_momentum :
    Complex.I * ((toyE 1 : ℂ) - toyE 0) * elem toyX (toyBasis 1) (toyBasis 0)
      = -12 * Complex.I ∧
    elem (momentum toyT toyX) (toyBasis 1) (toyBasis 0) = -8 * Complex.I := by
  constructor
  · simp [toyE, elem, toyX, toyBasis, Matrix.mulVec, dotProduct, Fin.sum_univ_two]
    ring
  · simp [momentum, comm, elem, toyT, toyX, toyBasis, Matrix.mulVec, dotProduct,
      Fin.sum_univ_two]
    ring

end

end NonlocalPotentialVelocity
```

Compiling this gives:

```
Try this:
  [apply] ring_nf
  
  The `ring` tactic failed to close the goal. Use `ring_nf` to obtain a normal form.
    
  Note that `ring` works primarily in *commutative* rings. If you have a noncommutative ring, abelian group or module, consider using `noncomm_ring`, `abel` or `module` instead.
Main.lean:44:2: error: unsolved goals
case left
⊢ -(Complex.I * (starRingEnd ℂ) 4 * ((starRingEnd ℂ) 5)⁻¹ * 15) = -(Complex.I * 12)
Try this:
  [apply] ring_nf
  
  The `ring` tactic failed to close the goal. Use `ring_nf` to obtain a normal form.
    
  Note that `ring` works primarily in *commutative* rings. If you have a noncommutative ring, abelian group or module, consider using `noncomm_ring`, `abel` or `module` instead.
Main.lean:46:2: error: unsolved goals
case right
⊢ (starRingEnd ℂ) 3 * ((starRingEnd ℂ) 5)⁻¹ * Complex.I * (-24 / 5) +
      ((starRingEnd ℂ) 5)⁻¹ * Complex.I * (starRingEnd ℂ) 4 * (-32 / 5) =
    -(Complex.I * 8)
```

Cause. Both errors say that a goal is still open after `ring`, and the "Try this" notes report that `ring` could not close it. The equations left over are true, but they contain complex conjugates of numerals, such as `(starRingEnd ℂ) 4`. These come from the `star` in `elem`, which conjugates the left-hand state; `simp` carried the conjugation down to the numerals and left it there. `ring` does not use the fact that the conjugate of 4 is 4. It treats each such term as an unknown, so the numbers cannot be combined.

The repair removes the conjugation before the entries are expanded. In each part, `rw [elem, star_toyBasis]` unfolds the matrix element and replaces `star (toyBasis 1)` by `toyBasis 1`, using the lemma already proved in the file. `simp` and `ring` then have only ordinary arithmetic with `Complex.I` to do. Dropping `elem` from the `simp` lists is mere tidying, since it has already been unfolded.

The repair, with which the file compiles:

```diff
@@ -42,7 +42,9 @@
     elem (momentum toyT toyX) (toyBasis 1) (toyBasis 0) = -8 * Complex.I := by
   constructor
-  · simp [toyE, elem, toyX, toyBasis, Matrix.mulVec, dotProduct, Fin.sum_univ_two]
+  · rw [elem, star_toyBasis]
+    simp [toyE, toyX, toyBasis, Matrix.mulVec, dotProduct, Fin.sum_univ_two]
     ring
-  · simp [momentum, comm, elem, toyT, toyX, toyBasis, Matrix.mulVec, dotProduct,
+  · rw [elem, star_toyBasis]
+    simp [momentum, comm, toyT, toyX, toyBasis, Matrix.mulVec, dotProduct,
       Fin.sum_univ_two]
     ring
```
